# The range of a real symmetric projector has an orthonormal basis of single-atom orbitals exactly when the projector commutes with all atomic projectors

Take a finite set of real, orthonormal basis functions, each assigned to one atom. Let $P$ be the real symmetric idempotent matrix that projects onto the occupied orbitals of one spin in a Slater determinant. The occupied orbitals may be rotated among themselves without changing $P$. Can they be rotated until every one of them lives on a single atom?

Write $Q_A$ for the diagonal matrix with entry 1 for each basis function on atom $A$ and 0 elsewhere. Such a rotation exists if and only if $PQ_A=Q_AP$ for every $A$. Equivalently, $P$ has no non-zero element between different atoms. Once the basis functions are assigned to atoms, the matrix $P$ of one spin therefore settles whether the occupied orbitals of that spin can be perfectly localised on atoms. If the two spins have different occupied orbitals, each has its own $P$ and must be tested separately; the sum of the two matrices is not enough.

```lean
import Mathlib

open Matrix

namespace PerfectAtomicLocalisation

noncomputable section

variable {n α : Type*} [Fintype n] [DecidableEq n] [DecidableEq α]
```

Here `n` is not a number but the finite set of labels of the basis functions, and `α` is the set of atoms. A vector of coefficients has type `n → ℝ`: it gives one real number for each label.

```lean
/-- The projector onto the coordinates (basis functions) that belong to atom `A`. -/
def atomProj (atom : n → α) (A : α) : Matrix n n ℝ :=
  Matrix.diagonal fun i => if atom i = A then 1 else 0
```

The map `atom` assigns each basis function to its atom, and `atomProj atom A` is $Q_A$. Since `atom` is a function, every basis function belongs to exactly one atom. An atom may carry no basis functions, in which case $Q_A=0$.

```lean
/-- The orbitals `φ` form an orthonormal basis of the range of `P`, and each of them
is supported on a single atom. -/
structure IsLocalisedBasis (atom : n → α) (P : Matrix n n ℝ) {r : ℕ}
    (φ : Fin r → n → ℝ) : Prop where
  orthonormal : ∀ i j, φ i ⬝ᵥ φ j = if i = j then 1 else 0
  span_eq : Submodule.span ℝ (Set.range φ) = LinearMap.range P.mulVecLin
  localised : ∀ i, ∃ A, ∀ k, atom k ≠ A → φ i k = 0
```

`IsLocalisedBasis atom P φ` collects three conditions on orbitals $\varphi_i$, with $i$ running over the $r$ labels in `Fin r`:

- $\varphi_i\cdot\varphi_j=\delta_{ij}$, where `⬝ᵥ` is the ordinary dot product;
- the $\varphi_i$ span the range of $P$, where `P.mulVecLin` is the linear map $x\mapsto Px$;
- for each $i$ there is an atom $A$ such that $\varphi_i(k)=0$ for every basis function $k$ not on $A$.

In `φ i k` the orbital index comes first, whereas coefficient matrices in quantum chemistry usually put the basis function first. If $P=0$, then $r=0$ and the empty family meets all three conditions.

The plain dot product encodes the assumption that the basis functions are orthonormal. In a molecule, atomic orbitals on neighbouring atoms usually overlap, and orthogonalising them then generally mixes functions of different atoms. Assigning the resulting functions to atoms is the step from this model to a molecule that the hypotheses do not supply.

## Two facts from linear algebra

```lean
/-- The atomic projector keeps the coefficients on atom `A` and deletes all others. -/
theorem atomProj_mulVec (atom : n → α) (A : α) (x : n → ℝ) (k : n) :
    (atomProj atom A *ᵥ x) k = if atom k = A then x k else 0 := by
  simp [atomProj, Matrix.mulVec_diagonal]
```

The symbol `*ᵥ` is a matrix acting on a vector. The statement reads: $(Q_Ax)(k)=x(k)$ if $k$ is on $A$, and $0$ otherwise.

```lean
omit [DecidableEq n] in
/-- Every subspace of coefficient vectors has a finite orthonormal basis. -/
theorem exists_orthonormal_span (V : Submodule ℝ (n → ℝ)) :
    ∃ (r : ℕ) (φ : Fin r → n → ℝ),
      (∀ i j, φ i ⬝ᵥ φ j = if i = j then 1 else 0) ∧
      Submodule.span ℝ (Set.range φ) = V := by
  -- carry the subspace over to Euclidean space, where orthonormal bases are available
  let W : Submodule ℝ (EuclideanSpace ℝ n) :=
    V.comap (WithLp.linearEquiv 2 ℝ (n → ℝ)).toLinearMap
  let L : W →ₗ[ℝ] (n → ℝ) :=
    (WithLp.linearEquiv 2 ℝ (n → ℝ)).toLinearMap.comp W.subtype
  let b := stdOrthonormalBasis ℝ W
  have key : ∀ x y : EuclideanSpace ℝ n, x.ofLp ⬝ᵥ y.ofLp = inner ℝ x y := by
    intro x y
    simp [PiLp.inner_apply, dotProduct, mul_comm]
  refine ⟨_, fun i => L (b i), ?_, le_antisymm ?_ ?_⟩
  · intro i j
    exact (key _ _).trans (orthonormal_iff_ite.mp b.orthonormal i j)
  · rw [Submodule.span_le]
    rintro _ ⟨i, rfl⟩
    exact (b i).2
  · intro x hx
    have hsum := congrArg L (b.sum_repr (⟨WithLp.toLp 2 x, hx⟩ : W))
    rw [map_sum] at hsum
    have hL : L (⟨WithLp.toLp 2 x, hx⟩ : W) = x := rfl
    rw [← hL, ← hsum]
    refine Submodule.sum_mem _ fun i _ => ?_
    rw [map_smul]
    exact Submodule.smul_mem _ _ (Submodule.subset_span ⟨i, rfl⟩)
```

Every subspace $V$ of coefficient vectors has a finite orthonormal basis. By hand this is Gram–Schmidt. Lean's plain function space `n → ℝ` does not carry the Euclidean inner product, so the proof copies $V$ to a subspace `W` of `EuclideanSpace ℝ n`, takes a library basis `b` there, and carries it back with the map `L`.

The step `key` checks that the inner product is the dot product, which gives orthonormality. The two inclusions then prove the span: each basis vector lies in $V$, and each $x\in V$ is the sum of its components along the basis.

```lean
omit [DecidableEq n] in
/-- If a symmetric matrix `Q` satisfies `P Q P = Q P` with `P` symmetric, then `P` and `Q`
commute. -/
theorem commute_of_invariant {P Q : Matrix n n ℝ} (hP : Pᵀ = P) (hQ : Qᵀ = Q)
    (h : P * Q * P = Q * P) : P * Q = Q * P := by
  have ht := congrArg Matrix.transpose h
  simp only [Matrix.transpose_mul, hP, hQ] at ht
  exact ht.symm.trans ((mul_assoc _ _ _).symm.trans h)
```

Let $P$ and $Q$ be symmetric with $PQP=QP$. Transposing both sides gives $PQP=PQ$. Hence
$$PQ=PQP=QP.$$
In the proof, `ht` is the transposed equation, and the last line chains the two equalities.

## From commutation to localised orbitals

```lean
/-- If a matrix `P` commutes with every atomic projector, its range has an orthonormal basis
of orbitals each supported on a single atom. -/
theorem exists_localised_basis [Fintype α] (atom : n → α) (P : Matrix n n ℝ)
    (h : ∀ A, P * atomProj atom A = atomProj atom A * P) :
    ∃ (r : ℕ) (φ : Fin r → n → ℝ), IsLocalisedBasis atom P φ := by
  -- choose an orthonormal basis atom by atom
  choose r φ ho hs using fun A =>
    exists_orthonormal_span (LinearMap.range (P * atomProj atom A).mulVecLin)
  have hmem : ∀ A i, ∃ x, P *ᵥ (atomProj atom A *ᵥ x) = φ A i := by
    intro A i
    have hi : φ A i ∈ LinearMap.range (P * atomProj atom A).mulVecLin := by
      rw [← hs A]
      exact Submodule.subset_span ⟨i, rfl⟩
    obtain ⟨x, hx⟩ := hi
    exact ⟨x, by rw [Matrix.mulVec_mulVec]; exact hx⟩
  have hloc : ∀ A i k, atom k ≠ A → φ A i k = 0 := by
    intro A i k hk
    obtain ⟨x, hx⟩ := hmem A i
    rw [← hx, Matrix.mulVec_mulVec, h A, ← Matrix.mulVec_mulVec, atomProj_mulVec, if_neg hk]
  let w : (Σ A, Fin (r A)) → n → ℝ := fun s => φ s.1 s.2
  -- orbitals on different atoms do not overlap
  have how : ∀ s t, w s ⬝ᵥ w t = if s = t then 1 else 0 := by
    rintro ⟨A, i⟩ ⟨B, j⟩
    by_cases hAB : A = B
    · subst hAB
      simpa [w] using ho A i j
    · rw [if_neg (fun e => hAB (congrArg Sigma.fst e))]
      refine Finset.sum_eq_zero fun k _ => ?_
      change φ A i k * φ B j k = 0
      by_cases hk : atom k = A
      · rw [hloc B j k (fun e => hAB (hk.symm.trans e)), mul_zero]
      · rw [hloc A i k hk, zero_mul]
  have hsw : Submodule.span ℝ (Set.range w) = LinearMap.range P.mulVecLin := by
    apply le_antisymm
    · rw [Submodule.span_le]
      rintro _ ⟨⟨A, i⟩, rfl⟩
      obtain ⟨x, hx⟩ := hmem A i
      exact ⟨_, hx⟩
    · rintro _ ⟨x, rfl⟩
      -- split the vector into its atomic parts
      have hx : ∑ A, atomProj atom A *ᵥ x = x := by
        ext k
        simp [Finset.sum_apply, atomProj_mulVec]
      rw [← hx, map_sum]
      refine Submodule.sum_mem _ fun A _ => ?_
      have hA : P.mulVecLin (atomProj atom A *ᵥ x) ∈
          Submodule.span ℝ (Set.range (φ A)) := by
        rw [hs A]
        exact ⟨x, (Matrix.mulVec_mulVec x P (atomProj atom A)).symm⟩
      refine Submodule.span_mono ?_ hA
      rintro _ ⟨i, rfl⟩
      exact ⟨⟨A, i⟩, rfl⟩
  let e := Fintype.equivFin (Σ A, Fin (r A))
  refine ⟨_, w ∘ e.symm, ?_, ?_, ?_⟩
  · intro i j
    simpa using how (e.symm i) (e.symm j)
  · rw [e.symm.surjective.range_comp w, hsw]
  · exact fun i => ⟨(e.symm i).1, hloc _ _⟩
```

For a finite set of atoms, suppose $PQ_A=Q_AP$ for all $A$. The localised basis is built atom by atom.

1. For each $A$, choose an orthonormal basis $\varphi^A_i$ of the range of $PQ_A$. The tactic `choose` makes this choice for all atoms at once.
2. Each such vector has the form $\varphi^A_i=PQ_Ax$ for some $x$ (`hmem`). By commutation it equals $Q_APx$, so it vanishes off atom $A$ (`hloc`).
3. On one atom the vectors are orthonormal by choice. For $A\neq B$, every term in
$$\varphi^A_i\cdot\varphi^B_j=\sum_k\varphi^A_i(k)\,\varphi^B_j(k)$$
is zero, because $k$ cannot lie on both atoms (`how`).
4. Each $\varphi^A_i=P(Q_Ax)$ lies in the range of $P$. Conversely, $\sum_AQ_Ax=x$ gives
$$Px=\sum_APQ_Ax,$$
and each term lies in the span of the vectors for its atom. Together the vectors therefore span the range of $P$ (`hsw`).

The combined family `w` is labelled by pairs $(A,i)$. The last lines renumber these pairs by a single index through `e`, as the definition requires. Neither symmetry nor idempotency of $P$ enters, so the theorem assumes neither.

## The equivalence

```lean
/-- The range of a real symmetric idempotent `P` has an orthonormal basis of orbitals each
supported on a single atom if and only if `P` commutes with every atomic projector. -/
theorem localised_basis_iff_commute [Fintype α] (atom : n → α) {P : Matrix n n ℝ}
    (hP : Pᵀ = P) (hI : P * P = P) :
    (∃ (r : ℕ) (φ : Fin r → n → ℝ), IsLocalisedBasis atom P φ) ↔
      ∀ A, P * atomProj atom A = atomProj atom A * P := by
  refine ⟨?_, exists_localised_basis atom P⟩
  rintro ⟨r, φ, hφ⟩ A
  -- the atomic projector maps each localised orbital to itself or to zero
  have hinv : Submodule.span ℝ (Set.range φ) ≤
      (Submodule.span ℝ (Set.range φ)).comap (atomProj atom A).mulVecLin := by
    rw [Submodule.span_le]
    rintro _ ⟨i, rfl⟩
    change atomProj atom A *ᵥ φ i ∈ Submodule.span ℝ (Set.range φ)
    obtain ⟨B, hB⟩ := hφ.localised i
    by_cases hAB : B = A
    · have h1 : atomProj atom A *ᵥ φ i = φ i := by
        ext k
        rw [atomProj_mulVec]
        split_ifs with hk
        · rfl
        · exact (hB k (fun e => hk (e.trans hAB))).symm
      rw [h1]
      exact Submodule.subset_span ⟨i, rfl⟩
    · have h0 : atomProj atom A *ᵥ φ i = 0 := by
        ext k
        rw [atomProj_mulVec]
        split_ifs with hk
        · exact hB k (fun e => hAB (e.symm.trans hk))
        · rfl
      rw [h0]
      exact Submodule.zero_mem _
  rw [hφ.span_eq] at hinv
  refine commute_of_invariant hP (by simp [atomProj]) ?_
  apply Matrix.toLin'.injective
  refine LinearMap.ext fun x => ?_
  rw [Matrix.toLin'_apply, Matrix.toLin'_apply]
  obtain ⟨z, hz⟩ := hinv ⟨x, rfl⟩
  change P *ᵥ z = atomProj atom A *ᵥ (P *ᵥ x) at hz
  calc (P * atomProj atom A * P) *ᵥ x
      = P *ᵥ (atomProj atom A *ᵥ (P *ᵥ x)) := by
        simp only [Matrix.mulVec_mulVec, mul_assoc]
    _ = P *ᵥ (P *ᵥ z) := by rw [hz]
    _ = P *ᵥ z := by rw [Matrix.mulVec_mulVec, hI]
    _ = (atomProj atom A * P) *ᵥ x := by rw [hz, Matrix.mulVec_mulVec]
```

The hypotheses `hP` and `hI` say $P^{\mathsf T}=P$ and $P^2=P$. The left side of `↔` says that some number $r$ of orbitals forms a localised basis; the right side says that $P$ commutes with every $Q_A$. The theorem concerns the existence of a suitable basis. A particular set of occupied orbitals, such as the canonical ones, may still be spread over several atoms when the condition holds.

The direction from right to left is the previous theorem. For the other, let $\varphi_i$ be a localised basis and fix an atom $A$. If $\varphi_i$ is supported on $B$, then
$$Q_A\varphi_i=\begin{cases}\varphi_i,&B=A,\\0,&B\neq A.\end{cases}$$
Both results lie in the span of the basis, so $Q_A$ maps the range of $P$ into itself. This is `hinv`, with `h1` and `h0` for the two cases.

Consequently, for every $x$ there is a $z$ with $Q_APx=Pz$. Idempotency now gives
$$PQ_APx=P(Pz)=Pz=Q_APx.$$
The `calc` block is this line. As $x$ is arbitrary, $PQ_AP=Q_AP$, and since $P$ and $Q_A$ are symmetric, `commute_of_invariant` yields $PQ_A=Q_AP$.

## Reading the condition off the matrix elements

```lean
/-- A matrix commutes with every atomic projector exactly when all its elements between
different atoms vanish. -/
theorem commute_iff_interatomic_zero (atom : n → α) (P : Matrix n n ℝ) :
    (∀ A, P * atomProj atom A = atomProj atom A * P) ↔
      ∀ i j, atom i ≠ atom j → P i j = 0 := by
  constructor
  · intro h i j hij
    have hc := congrFun (congrFun (h (atom i)) i) j
    simp only [atomProj, Matrix.mul_diagonal, Matrix.diagonal_mul, if_neg (Ne.symm hij),
      ↓reduceIte, mul_zero, one_mul] at hc
    exact hc.symm
  · intro h A
    ext i j
    simp only [atomProj, Matrix.mul_diagonal, Matrix.diagonal_mul]
    by_cases hij : atom i = atom j
    · rw [hij]
      exact mul_comm _ _
    · rw [h i j hij, zero_mul, mul_zero]
```

This holds for any real square matrix $P$ over the basis labels. Let $q_A(i)$ be 1 if $i$ is on $A$ and 0 otherwise. Then
$$(PQ_A)_{ij}=P_{ij}\,q_A(j),\qquad (Q_AP)_{ij}=q_A(i)\,P_{ij}.$$

If the matrices commute and $i$, $j$ are on different atoms, take $A$ to be the atom of $i$. The two expressions become $0$ and $P_{ij}$, so $P_{ij}=0$. Conversely, suppose all interatomic elements vanish. For $i$ and $j$ on the same atom, $q_A(i)=q_A(j)$ and the expressions agree; for different atoms both are zero. The two halves of the proof follow these two computations.

Combined with the equivalence above, this says that a symmetric idempotent $P$ permits perfect localisation exactly when it is block diagonal by atom, once the functions are grouped by atom.

## A bond orbital that cannot be confined to one atom

```lean
/-- The projector onto the equal-weight, in-phase combination of two basis functions. -/
def bondProj : Matrix (Fin 2) (Fin 2) ℝ := !![1/2, 1/2; 1/2, 1/2]
```

This is the projector onto the normalised orbital $(1,1)/\sqrt2$. In a minimal-basis model of H₂, with one symmetrically orthogonalised 1s function of the same sign on each atom, it is the bonding orbital. Lean numbers the functions 0 and 1.

```lean
/-- With one basis function on each of two atoms, the bond projector is symmetric and
idempotent, but its range has no orthonormal basis of single-atom orbitals. -/
theorem bondProj_not_localised :
    bondProjᵀ = bondProj ∧ bondProj * bondProj = bondProj ∧
      ¬ ∃ (r : ℕ) (φ : Fin r → Fin 2 → ℝ),
        IsLocalisedBasis (id : Fin 2 → Fin 2) bondProj φ := by
  have hP : bondProjᵀ = bondProj := by
    ext i j
    fin_cases i <;> fin_cases j <;> simp [bondProj]
  have hI : bondProj * bondProj = bondProj := by
    ext i j
    fin_cases i <;> fin_cases j <;>
      norm_num [bondProj, Matrix.mul_apply, Fin.sum_univ_succ]
  refine ⟨hP, hI, fun h => ?_⟩
  have h01 := (commute_iff_interatomic_zero _ _).1
    ((localised_basis_iff_commute id hP hI).1 h) 0 1 (by decide)
  norm_num [bondProj] at h01
```

Taking `id` as the atom map puts function 0 on atom 0 and function 1 on atom 1. The theorem states that the matrix is symmetric and idempotent, and that no localised basis of its range exists.

The first two claims are checked entry by entry. If a localised basis existed, the equivalence and the matrix-element criterion would force $P_{01}=0$, but $P_{01}=1/2$. One can also see it directly: the range consists of the multiples of $(1,1)$, and every non-zero one has weight on both atoms.

## A hybrid on one atom

```lean
/-- The projector onto an in-phase combination of the first two of three basis functions,
together with the third function. -/
def hybridProj : Matrix (Fin 3) (Fin 3) ℝ := !![1/2, 1/2, 0; 1/2, 1/2, 0; 0, 0, 1]
```

This matrix projects onto the span of $(1,1,0)/\sqrt2$ and $(0,0,1)$.

```lean
/-- With the first two functions on one atom and the third on another, `hybridProj` is
symmetric, idempotent and commutes with every atomic projector. -/
theorem localised_basis_witness :
    hybridProjᵀ = hybridProj ∧ hybridProj * hybridProj = hybridProj ∧
      ∀ A, hybridProj * atomProj (![0, 0, 1] : Fin 3 → Fin 2) A =
        atomProj (![0, 0, 1] : Fin 3 → Fin 2) A * hybridProj := by
  refine ⟨?_, ?_, (commute_iff_interatomic_zero _ _).2 ?_⟩
  · ext i j
    fin_cases i <;> fin_cases j <;> simp [hybridProj]
  · ext i j
    fin_cases i <;> fin_cases j <;>
      norm_num [hybridProj, Matrix.mul_apply, Fin.sum_univ_succ]
  · intro i j
    fin_cases i <;> fin_cases j <;> simp [hybridProj]

end

end PerfectAtomicLocalisation
```

The list `![0, 0, 1]` puts functions 0 and 1 on atom 0, and function 2 on atom 1. The theorem states symmetry, idempotency and commutation with both atomic projectors. The first two are again checked by entries, and commutation follows from the vanishing interatomic elements.

By `localised_basis_iff_commute`, a localised basis therefore exists, and the two vectors above form one. The first mixes two basis functions, but both sit on the same atom: localisation here means confinement to an atom, and hybridisation within it is allowed.

```lean
#print axioms PerfectAtomicLocalisation.localised_basis_iff_commute
#print axioms PerfectAtomicLocalisation.bondProj_not_localised
```

```
'PerfectAtomicLocalisation.localised_basis_iff_commute' depends on axioms: [propext, Classical.choice, Quot.sound]
'PerfectAtomicLocalisation.bondProj_not_localised' depends on axioms: [propext, Classical.choice, Quot.sound]
```
